# Every combination of strong and weak parity indices comes from exactly $2^{2^d-d-1}$ sign assignments

To find the $\mathbb Z_2$ indices of a three-dimensional band insulator with inversion and time-reversal symmetry, a post-processing code can read the parities of the occupied states at eight momenta. It reduces them to one sign per momentum and multiplies these signs in four ways: once over all eight momenta and once over each of three planes. Eight signs go in and four come out. The code then looks the result up among 16 possible outcomes. Whether all 16 can arise from the signs depends on whether the four products are independent: a relation among them would exclude some combinations by arithmetic alone.

They are independent, and the 256 possible inputs are spread evenly over the 16 outcomes. The same holds in any dimension $d$, with $2^d$ signs and $d+1$ products.

## The products and the size of each class

Let $b_0,\dots,b_{d-1}$ be primitive reciprocal lattice vectors. The momenta that inversion maps to themselves, up to a reciprocal lattice vector, are

$$k_n=\tfrac12\sum_{i=0}^{d-1} n_i b_i,\qquad n_i\in\{0,1\}.$$

There are $2^d$ of them, labelled by $n=(n_0,\dots,n_{d-1})$. A sign assignment $x$ gives each label a value $x(n)\in\{1,-1\}$. Its strong index and its weak indices are

$$S(x)=\prod_n x(n),\qquad W_i(x)=\prod_{n:\,n_i=1}x(n),\quad i=0,\dots,d-1.$$

Write $I(x)=(S(x),W_0(x),\dots,W_{d-1}(x))$. For every target $c\in\{1,-1\}^{d+1}$,

$$\#\{x: I(x)=c\}=2^{\,2^d-d-1}.$$

This number is at least 1, so every target is reached. For $d=3$ it equals $2^4=16$.

The product over the opposite plane is fixed by the same data:

$$\prod_{n:\,n_i=0}x(n)=S(x)\,W_i(x).$$

## Multiplying parities in a post-processing code

For a non-interacting insulator with both symmetries, the occupied states at each $k_n$ form Kramers pairs, and the two members of a pair have the same parity. The sign $x(n)$ is the product of the occupied parities with each pair counted once. Counting both members would square every factor and return $+1$ at every momentum.

Once the signs are available, the reduction is a short loop. Here bit `i` of the integer `k` stores $n_i$:

```python
strong = 1
weak = [1] * d
for k in range(2**d):
    strong *= x[k]
    for i in range(d):
        if (k >> i) & 1:
            weak[i] *= x[k]
```

In three dimensions, the Fu–Kane parity criterion identifies `strong` with $(-1)^{\nu_0}$ and the three entries of `weak` with $(-1)^{\nu_1},(-1)^{\nu_2},(-1)^{\nu_3}$, where the $\nu$'s are the usual $\mathbb Z_2$ indices. The counting result concerns the products themselves and takes no part in establishing that criterion.

Three consequences are useful when such a loop is written or tested.

- **Test inputs for every outcome.** To obtain prescribed indices $s,w_0,\dots,w_{d-1}$, put $w_j$ at the momentum whose only nonzero coordinate is $n_j=1$, put $s\prod_j w_j$ at the origin, and put $+1$ everywhere else. For $d=3$, the target $s=1$, $w=(-1,1,1)$ gives $-1$ at $(0,0,0)$ and at $(1,0,0)$, and $+1$ at the other six momenta.
- **The choice of plane.** A code that multiplies over $n_i=0$ returns $S W_i$ in place of $W_i$. The two agree whenever $S=1$ and differ whenever $S=-1$, so a test set without a strong topological insulator will not reveal the swap.
- **A single wrong sign.** If two runs differ in the sign at exactly one momentum $m$, their strong indices differ, and $W_i$ differs exactly when $m_i=1$. The pattern of changed weak indices therefore spells out $m$.

The count also shows how much information the reduction discards. In three dimensions, a reported set of indices leaves 16 possible sign patterns, so the individual signs cannot be recovered from the indices alone.

## Independence and counting by multiplication of signs

**Products of assignments.** Two assignments can be multiplied momentum by momentum: $(xy)(n)=x(n)y(n)$. Reordering the factors gives $S(xy)=S(x)S(y)$ and $W_i(xy)=W_i(x)W_i(y)$, hence $I(xy)=I(x)I(y)$ with componentwise multiplication on the right.

**One sign at one momentum.** Let $e_{m,u}$ be the assignment with value $u$ at $m$ and $+1$ elsewhere. All other factors are 1, so

$$S(e_{m,u})=u,\qquad W_i(e_{m,u})=\begin{cases}u,& m_i=1,\\ 1,& m_i=0.\end{cases}$$

**Every target is reached.** Let $s$ and $w_0,\dots,w_{d-1}$ be prescribed signs. Let $m^{(j)}$ be the momentum label with coordinate $j$ equal to 1 and all others 0, and set

$$x=e_{0,\;s\prod_j w_j}\;\prod_{j}e_{m^{(j)},\,w_j}.$$

The strong index is

$$S(x)=\Big(s\prod_j w_j\Big)\prod_j w_j=s\prod_j w_j^2=s.$$

For $W_i$, the factor at the origin contributes 1 because its $i$-th coordinate is 0. Among the labels $m^{(j)}$, only $m^{(i)}$ lies on the plane $n_i=1$, so $W_i(x)=w_i$.

**All classes have the same size.** Let $F_c$ be the set of assignments with $I(x)=c$. Given two targets $c$ and $c'$, choose $g$ with $I(g)=c^{-1}c'$, which the previous step allows. If $x\in F_c$, then

$$I(xg)=c\,c^{-1}c'=c',$$

so $x\mapsto xg$ maps $F_c$ into $F_{c'}$. The map $y\mapsto yg^{-1}$ goes back, because $I(yg^{-1})=c'(c^{-1}c')^{-1}=c$. Hence $|F_c|=|F_{c'}|$.

**The size.** There are $2^{2^d}$ assignments and $2^{d+1}$ targets. Each assignment belongs to exactly one class, so

$$2^{2^d}=\sum_{c'}|F_{c'}|=2^{d+1}|F_c|.$$

Since $d<2^d$, we have $d+1\le 2^d$, and division gives $|F_c|=2^{2^d-d-1}$.

**The opposite plane.** Let $P_i$ be the product over $n_i=0$. The two parallel planes together contain each momentum once, so $S=P_iW_i$. Multiplying by $W_i$ and using $W_i^2=1$ gives $P_i=SW_i$.

**Small dimensions.** For $d=0$ there is one momentum and one index, equal to its sign. For $d=1$, the indices are $S=x(0)x(1)$ and $W_0=x(1)$, which determine both signs, so each class has one element. For $d=2$, each class has two elements, $x$ and $-x$: reversing all signs changes an even number of factors in each product.

## The Lean file

```lean
import Mathlib

open Finset

namespace ParityProducts

/-- The inversion-symmetric momenta in `d` dimensions, labelled by `d` coordinates
that are each 0 or 1. -/
abbrev Momentum (d : ℕ) := Fin d → ZMod 2

/-- The strong index: the product of the signs at all symmetric momenta. -/
def strongIndex {d : ℕ} (x : Momentum d → ℤˣ) : ℤˣ := ∏ n, x n

/-- The weak index in direction `i`: the product of the signs on the plane `n i = 1`. -/
def weakIndex {d : ℕ} (x : Momentum d → ℤˣ) (i : Fin d) : ℤˣ :=
  ∏ n ∈ univ.filter (fun n : Momentum d => n i = 1), x n

/-- The map from sign assignments to the strong index and the `d` weak indices,
as a homomorphism for pointwise multiplication. -/
def indices (d : ℕ) : (Momentum d → ℤˣ) →* ℤˣ × (Fin d → ℤˣ) where
  toFun x := (strongIndex x, weakIndex x)
  map_one' := Prod.ext (by simp [strongIndex]) (funext fun i => by simp [weakIndex])
  map_mul' x y := Prod.ext (by simp [strongIndex, Finset.prod_mul_distrib])
    (funext fun i => by simp [weakIndex, Finset.prod_mul_distrib])

/-- The assignment with sign `u` at the momentum `m` and sign `+1` elsewhere. -/
def signAt {d : ℕ} (m : Momentum d) (u : ℤˣ) : Momentum d → ℤˣ :=
  fun n => if n = m then u else 1

/-- A sign `u` at a single momentum `m` enters the strong index and exactly those weak
indices whose plane contains `m`. -/
theorem indices_signAt {d : ℕ} (m : Momentum d) (u : ℤˣ) :
    indices d (signAt m u) = (u, fun i => if m i = 1 then u else 1) := by
  refine Prod.ext ?_ (funext fun i => ?_)
  · change ∏ n, (if n = m then u else 1) = u
    simp only [Finset.prod_ite_eq', Finset.mem_univ, if_true]
  · change ∏ n ∈ univ.filter (fun n : Momentum d => n i = 1),
      (if n = m then u else 1) = if m i = 1 then u else 1
    simp only [Finset.prod_ite_eq', Finset.mem_filter, Finset.mem_univ, true_and]

/-- The product of the signs on the plane `n i = 0` is the strong index times the
weak index in direction `i`. -/
theorem opposite_plane {d : ℕ} (x : Momentum d → ℤˣ) (i : Fin d) :
    ∏ n ∈ univ.filter (fun n : Momentum d => n i = 0), x n
      = strongIndex x * weakIndex x i := by
  have key : ∀ a : ZMod 2, ¬ a = 1 ↔ a = 0 := by decide
  have hf : univ.filter (fun n : Momentum d => n i = 0)
      = univ.filter (fun n : Momentum d => ¬ n i = 1) :=
    Finset.filter_congr fun n _ => (key (n i)).symm
  rw [hf]
  unfold strongIndex weakIndex
  -- The two parallel planes together contain every momentum once.
  rw [← Finset.prod_filter_mul_prod_filter_not univ (fun n : Momentum d => n i = 1) x,
    mul_right_comm, Int.units_mul_self, one_mul]

/-- Every choice of the strong index and the `d` weak indices is realised by some
sign assignment. -/
theorem indices_surjective (d : ℕ) : Function.Surjective (indices d) := by
  rintro ⟨s, w⟩
  -- Weak signs sit at the unit momenta, a compensating sign at the origin.
  refine ⟨signAt 0 (s * ∏ j, w j) * ∏ j, signAt (Pi.single j 1) (w j), ?_⟩
  rw [map_mul, map_prod]
  simp only [indices_signAt]
  refine Prod.ext ?_ (funext fun i => ?_)
  · simp only [Prod.fst_mul, Prod.fst_prod]
    rw [mul_assoc, Int.units_mul_self, mul_one]
  · simp only [Prod.snd_mul, Prod.snd_prod, Pi.mul_apply, Finset.prod_apply]
    have h0 : ¬ ((0 : Momentum d) i = 1) := by
      rw [Pi.zero_apply]
      decide
    have h1 : ∀ j, ((Pi.single j 1 : Momentum d) i = 1) ↔ i = j := by
      intro j
      by_cases h : i = j
      · subst h
        simp
      · simp [h]
    rw [if_neg h0, one_mul]
    simp only [h1, Finset.prod_ite_eq, Finset.mem_univ, if_true]

/-- Any two choices of the indices are realised by equally many sign assignments. -/
theorem fibre_card_eq {d : ℕ} (c c' : ℤˣ × (Fin d → ℤˣ)) :
    (univ.filter (fun x => indices d x = c)).card
      = (univ.filter (fun x => indices d x = c')).card := by
  obtain ⟨g, hg⟩ := indices_surjective d (c⁻¹ * c')
  -- Multiplication by `g` carries one fibre onto the other.
  refine Finset.card_bij (fun x _ => x * g) ?_ ?_ ?_
  · intro x hx
    simp only [Finset.mem_filter, Finset.mem_univ, true_and] at hx ⊢
    rw [map_mul, hx, hg, mul_inv_cancel_left]
  · intro a _ b _ h
    exact mul_right_cancel h
  · intro y hy
    refine ⟨y * g⁻¹, ?_, by simp⟩
    simp only [Finset.mem_filter, Finset.mem_univ, true_and] at hy ⊢
    rw [map_mul, map_inv, hy, hg, mul_inv_rev, inv_inv, mul_inv_cancel_left]

/-- In `d` dimensions the strong and weak indices take all combinations of signs, and each
combination is realised by exactly `2 ^ (2 ^ d - d - 1)` sign assignments. -/
theorem parity_index_classification (d : ℕ) :
    Function.Surjective (indices d) ∧
      ∀ c, (univ.filter (fun x => indices d x = c)).card = 2 ^ (2 ^ d - d - 1) := by
  refine ⟨indices_surjective d, fun c => ?_⟩
  have h1 : Fintype.card (Momentum d → ℤˣ) = 2 ^ (2 ^ d) := by
    simp [Fintype.card_units_int, ZMod.card]
  have h2 : Fintype.card (ℤˣ × (Fin d → ℤˣ)) = 2 ^ (d + 1) := by
    simp [Fintype.card_units_int, pow_succ, mul_comm]
  -- Count all assignments fibre by fibre.
  have hsum := Finset.card_eq_sum_card_fiberwise (f := ⇑(indices d))
    (s := univ) (t := univ) (fun _ _ => by simp)
  rw [Finset.sum_congr rfl (fun c' _ => fibre_card_eq c' c), Finset.sum_const,
    smul_eq_mul] at hsum
  simp only [Finset.card_univ, h1, h2] at hsum
  have hd : d < 2 ^ d := Nat.lt_two_pow_self
  have hexp : d + 1 + (2 ^ d - d - 1) = 2 ^ d := by omega
  apply Nat.eq_of_mul_eq_mul_left (pow_pos two_pos (d + 1))
  rw [← hsum, ← pow_add, hexp]

/-- In three dimensions there are 16 index classes, and each contains 16 sign
assignments. -/
theorem three_dimensions :
    (univ.image (indices 3)).card = 16 ∧
      ∀ c, (univ.filter (fun x => indices 3 x = c)).card = 16 := by
  constructor
  · rw [Finset.image_univ_of_surjective (indices_surjective 3), Finset.card_univ]
    simp [Fintype.card_units_int]
  · intro c
    rw [(parity_index_classification 3).2 c]
    norm_num

end ParityProducts
```

```lean
#print axioms ParityProducts.opposite_plane
#print axioms ParityProducts.parity_index_classification
#print axioms ParityProducts.three_dimensions
```

```
'ParityProducts.opposite_plane' depends on axioms: [propext, Classical.choice, Quot.sound]
'ParityProducts.parity_index_classification' depends on axioms: [propext, Classical.choice, Quot.sound]
'ParityProducts.three_dimensions' depends on axioms: [propext, Classical.choice, Quot.sound]
```

## Momenta, signs and indices as Lean objects

`Momentum d` is the type of functions `Fin d → ZMod 2`, that is, the labels $n$ with coordinates numbered from 0 to $d-1$. The type `ℤˣ` consists of the invertible integers, which are $1$ and $-1$. A sign assignment is then any function `Momentum d → ℤˣ`.

`strongIndex` is $S$, and `weakIndex x i` is $W_i(x)$, with the plane fixed as `n i = 1`. `indices d` packages them into $I$. Its arrow `→*` records that the map respects multiplication, and the target `ℤˣ × (Fin d → ℤˣ)` holds one strong sign and $d$ weak signs.

The main theorem, `parity_index_classification`, has two parts. The first says that `indices d` is surjective. The second says that for every target `c`, the set of all `x` with `indices d x = c` has `2 ^ (2 ^ d - d - 1)` elements. The exponent uses subtraction of natural numbers, which would stop at zero if the result were negative; the inequality $d+1\le2^d$ ensures that this never happens. The theorem holds for every natural number `d`, including 0.

`three_dimensions` states the case $d=3$ as two counts: the map takes 16 values, and each target has 16 preimages. `opposite_plane` is the identity for the plane `n i = 0`.

## How the lemmas follow the counting argument

The definition of `indices` already contains the proof that it is multiplicative. `Finset.prod_mul_distrib` splits a product of $x(n)y(n)$ into two products, for the full set of momenta and for each plane.

`indices_signAt` computes the indices of $e_{m,u}$, written `signAt m u`. The lemma `Finset.prod_ite_eq'` collapses a product in which only one factor can differ from 1. On a plane, the remaining condition is whether `m` belongs to it.

`opposite_plane` first replaces the condition `n i = 0` by "not `n i = 1`", which is checked on the two elements of `ZMod 2`. It then splits the full product into the two planes with `Finset.prod_filter_mul_prod_filter_not`. The repeated weak index cancels by `Int.units_mul_self`, the statement that a sign squares to 1.

`indices_surjective` supplies the assignment constructed above, with `Pi.single j 1` for $m^{(j)}$. After `map_mul` and `map_prod` have moved the indices inside the product, `indices_signAt` evaluates each factor. The strong component reduces to $s$ by the same cancellation of squares. For the weak component, `h0` says that the origin is off the plane and `h1` says that $m^{(j)}$ is on it exactly when $i=j$.

`fibre_card_eq` takes `g` from surjectivity and applies `Finset.card_bij` to the map `x * g`. Its three obligations are that the map lands in the second class, that it is injective, and that every `y` there comes from `y * g⁻¹`.

In `parity_index_classification`, `h1` and `h2` count the assignments and the targets. `Finset.card_eq_sum_card_fiberwise` writes the total as a sum over classes, and `fibre_card_eq` makes all terms equal. `omega` verifies the exponent identity $d+1+(2^d-d-1)=2^d$, after which the common factor $2^{d+1}$ is cancelled. In `three_dimensions`, the number of classes comes from surjectivity and a count of the targets for `d = 3`, and the class size comes from the main theorem by evaluating the power.

## Sign data as input, band structures left open

The theorems start from signs that are already given. They guarantee that the products are independent as functions of those signs, and that the classes have the stated size. A parity taken from a misidentified band, or at a momentum where the occupied and empty states touch, enters the products like any other sign.

The count treats all assignments alike. It does not say which of them occur for a particular crystal, space group or number of electrons, and equal class sizes say nothing about how often each class is found among real materials. Nor does the file contain a Hamiltonian, an energy gap or a surface state. The topological reading of the indices comes from the Fu–Kane criterion, with its assumptions of a band gap, inversion symmetry and time-reversal symmetry. For $d\ne3$, "weak index" is here simply the name of the product $W_i$.

The Python loop is a separate transcription of the definitions. It agrees with them provided that `x[k]` is stored in the bit order described and contains only $1$ and $-1$.
